# An integer involution is diagonal in some primitive lattice basis exactly when $W-I$ is even

The mirror of a centred rectangular lattice can exchange two primitive vectors:
$$W=\begin{pmatrix}0&1\\1&0\end{pmatrix}.$$
Its eigenvectors $(1,1)$ and $(1,-1)$ diagonalise it, but their integer combinations reach only half of the lattice points. Anyone who takes them as primitive vectors loses the other half. The entries of $W-I$ are odd here, and by the criterion below no other primitive basis makes this mirror diagonal either.

## Operations and sign frames

Let $W$ be an integer $n\times n$ matrix acting on column vectors of coordinates in a primitive basis, and let $I$ be the identity, written `1` in Lean. In Lean `n` is the index type, any finite set of axis labels; in the formulas $n$ is the number of these labels, `Fintype.card n`.

```lean
import Mathlib

open Matrix

namespace LatticeInvolution

variable {n : Type*} [Fintype n] [DecidableEq n]
```

A change of primitive basis is an integer matrix $U$ with $\det U=\pm1$, whose columns are the new basis vectors; its inverse is again an integer matrix. A sign frame consists of such a $U$ and signs $s_i=\pm1$ with $U^{-1}WU=\mathrm{diag}(s)$.

```lean
/-- The columns of the integer matrix `U`, of determinant `1` or `-1`, form a primitive lattice
basis in which the operation `W` is the diagonal matrix of the signs `s`. -/
structure IsSignFrame (W U : Matrix n n ℤ) (s : n → ℤ) : Prop where
  unimodular : U.det = 1 ∨ U.det = -1
  signs : ∀ i, s i = 1 ∨ s i = -1
  conj : U⁻¹ * W * U = diagonal s
```

No metric appears, so the new axes need not be orthogonal, and translation parts are left out. If $U$ were allowed to be any invertible rational matrix, the model would admit non-primitive cells: every $W$ with $W^2=I$ would then have a frame, and the parity condition would disappear.

## What a sign frame forces

Multiplying by $U$ on the left and $U^{-1}$ on the right gives $W=U\,\mathrm{diag}(s)\,U^{-1}$.

```lean
/-- In a sign frame the operation is recovered as `W = U diag(s) U⁻¹`. -/
theorem IsSignFrame.eq_conj {W U : Matrix n n ℤ} {s : n → ℤ} (h : IsSignFrame W U s) :
    W = U * diagonal s * U⁻¹ := by
  have hu : IsUnit U.det := Int.isUnit_iff.2 h.unimodular
  have h1 := Matrix.mul_nonsing_inv U hu
  calc W = (U * U⁻¹) * W * (U * U⁻¹) := by rw [h1, Matrix.one_mul, Matrix.mul_one]
    _ = U * (U⁻¹ * W * U) * U⁻¹ := by simp only [Matrix.mul_assoc]
    _ = U * diagonal s * U⁻¹ := by rw [h.conj]
```

Since $s_i^2=1$,
$$W^2=U\,\mathrm{diag}(s)\,U^{-1}U\,\mathrm{diag}(s)\,U^{-1}=U\,\mathrm{diag}(s)^2\,U^{-1}=I.$$

```lean
/-- An operation that has a sign frame gives the identity when applied twice. -/
theorem IsSignFrame.mul_self {W U : Matrix n n ℤ} {s : n → ℤ} (h : IsSignFrame W U s) :
    W * W = 1 := by
  have hu : IsUnit U.det := Int.isUnit_iff.2 h.unimodular
  have hD : diagonal s * diagonal s = (1 : Matrix n n ℤ) := by
    rw [Matrix.diagonal_mul_diagonal, ← Matrix.diagonal_one]
    congr 1
    funext i
    rcases h.signs i with hi | hi <;> simp [hi]
  rw [h.eq_conj]
  calc U * diagonal s * U⁻¹ * (U * diagonal s * U⁻¹)
      = U * diagonal s * (U⁻¹ * U) * diagonal s * U⁻¹ := by simp only [Matrix.mul_assoc]
    _ = U * (diagonal s * diagonal s) * U⁻¹ := by
        rw [Matrix.nonsing_inv_mul U hu]
        simp only [Matrix.mul_assoc, Matrix.one_mul]
    _ = 1 := by rw [hD, Matrix.mul_one, Matrix.mul_nonsing_inv U hu]
```

Each sign is $s_i=1+2e_i$ with $e_i=0$ or $-1$. With $E=\mathrm{diag}(e)$,
$$W-I=U(I+2E)U^{-1}-I=2\,UEU^{-1},$$
and $UEU^{-1}$ is an integer matrix, so every entry of $W-I$ is even. Lean writes the factor 2 as a sum of two equal terms, which is how `Even` is defined.

```lean
/-- If `W` has a sign frame, every entry of `W - 1` is even. -/
theorem IsSignFrame.even_sub_one {W U : Matrix n n ℤ} {s : n → ℤ} (h : IsSignFrame W U s)
    (i j : n) : Even ((W - 1) i j) := by
  have hu : IsUnit U.det := Int.isUnit_iff.2 h.unimodular
  have he : ∀ i, ∃ e : ℤ, s i = 1 + (e + e) := by
    intro i
    rcases h.signs i with hi | hi
    · exact ⟨0, by rw [hi]; norm_num⟩
    · exact ⟨-1, by rw [hi]; norm_num⟩
  choose e he using he
  -- a diagonal matrix of signs is the identity plus twice an integer matrix
  have hD : diagonal s = 1 + (diagonal e + diagonal e) := by
    rw [← Matrix.diagonal_one, Matrix.diagonal_add, Matrix.diagonal_add]
    congr 1
    funext i
    exact he i
  have hF : W - 1 = U * diagonal e * U⁻¹ + U * diagonal e * U⁻¹ := by
    rw [h.eq_conj, hD, Matrix.mul_add, Matrix.mul_one, Matrix.add_mul,
      Matrix.mul_nonsing_inv U hu, Matrix.mul_add, Matrix.add_mul]
    abel
  exact ⟨(U * diagonal e * U⁻¹) i j, by rw [hF]; rfl⟩
```

## From even entries to a basis

If $W-I$ is even, then $P=(I-W)/2$ is an integer matrix and $W=I-2P$. Expanding,
$$(I-2P)^2=I-4P+4P^2=I+4(P^2-P).$$
This equals $I$ exactly when $P^2=P$, because 4 can be cancelled entry by entry.

```lean
/-- The operation `1 - 2P` squares to the identity exactly when `P` is a projector. -/
theorem involution_iff_projector (P : Matrix n n ℤ) :
    (1 - (2 : ℤ) • P) * (1 - (2 : ℤ) • P) = 1 ↔ P * P = P := by
  have key : (1 - (2 : ℤ) • P) * (1 - (2 : ℤ) • P) = 1 + (4 : ℤ) • (P * P - P) := by
    simp only [sub_mul, mul_sub, one_mul, mul_one, smul_mul_assoc, mul_smul_comm]
    module
  rw [key]
  constructor
  · intro h
    have h1 : (4 : ℤ) • (P * P - P) = 0 := by simpa only [add_eq_left] using h
    ext i j
    have h2 : ((4 : ℤ) • (P * P - P)) i j = 0 := by rw [h1]; rfl
    have h3 : 4 * ((P * P) i j - P i j) = 0 := h2
    linarith
  · intro h
    rw [h, sub_self, smul_zero, add_zero]
```

An integer projector splits the lattice. Every $x$ is $Px+(x-Px)$, with the first term in the range of $P$ and the second in its kernel, since $P(x-Px)=Px-P^2x=0$. If $x=Py$ also satisfies $Px=0$, then $x=Py=P^2y=Px=0$, so the two parts meet only in zero. This is `hc`.

Both parts are sublattices of $\mathbb Z^n$ and therefore have bases (`Submodule.nonempty_basis_of_pid`). Joined, these form a basis $b$ of the whole lattice, relabelled by `n`. On the range $Pb_i=b_i$; on the kernel $Pb_i=0$.

```lean
omit [DecidableEq n] in
/-- For an integer projector `P` the lattice has a basis in which each vector is either kept
or annihilated by `P`. -/
theorem exists_adapted_basis (P : Matrix n n ℤ) (hP : P * P = P) :
    ∃ b : Module.Basis n ℤ (n → ℤ), ∀ i, P *ᵥ b i = b i ∨ P *ᵥ b i = 0 := by
  let f := P.mulVecLin
  have hf : ∀ x, f (f x) = f x := by
    intro x
    simp only [f, Matrix.mulVecLin_apply, Matrix.mulVec_mulVec, hP]
  -- the lattice is the direct sum of the range and the kernel of the projector
  have hc : IsCompl (LinearMap.range f) (LinearMap.ker f) := by
    constructor
    · rw [Submodule.disjoint_def]
      rintro x ⟨y, rfl⟩ hx
      rw [LinearMap.mem_ker, hf] at hx
      exact hx
    · rw [codisjoint_iff, eq_top_iff]
      intro x _
      exact Submodule.mem_sup.2 ⟨f x, ⟨x, rfl⟩, x - f x,
        by rw [LinearMap.mem_ker, map_sub, hf, sub_self], by abel⟩
  -- both sublattices have bases, which are joined
  obtain ⟨k, ⟨b₁⟩⟩ := Submodule.nonempty_basis_of_pid (Pi.basisFun ℤ n) (LinearMap.range f)
  obtain ⟨l, ⟨b₂⟩⟩ := Submodule.nonempty_basis_of_pid (Pi.basisFun ℤ n) (LinearMap.ker f)
  let c := (b₁.prod b₂).map (Submodule.prodEquivOfIsCompl _ _ hc)
  let e := c.indexEquiv (Pi.basisFun ℤ n)
  refine ⟨c.reindex e, fun i => ?_⟩
  rw [Module.Basis.reindex_apply]
  rcases e.symm i with j | j
  · left
    have hj : c (Sum.inl j) = (b₁ j : n → ℤ) := by simp [c, Module.Basis.prod_apply]
    obtain ⟨y, hy⟩ := (b₁ j).2
    rw [hj, ← hy]
    exact hf y
  · right
    have hj : c (Sum.inr j) = (b₂ j : n → ℤ) := by simp [c, Module.Basis.prod_apply]
    rw [hj]
    exact LinearMap.mem_ker.1 (b₂ j).2
```

Now $Wb_j=b_j-2Pb_j$, which is $-b_j$ or $b_j$. Call the sign $s_j$ and let $b_j$ be column $j$ of $U$, so that $U_{ij}=(b_j)_i$. Then
$$(WU)_{ij}=(Wb_j)_i=s_j(b_j)_i=(U\,\mathrm{diag}(s))_{ij}.$$
The matrix expressing the standard basis in terms of $b$ is an integer inverse of $U$, so $\det U=\pm1$, and multiplying by $U^{-1}$ gives the frame. The theorem assumes $W^2=I$ as `hW`: the operation is of order at most two, such as a mirror, a twofold rotation or an inversion.

```lean
/-- A lattice operation `W` with `W² = 1` becomes a diagonal matrix of signs in some primitive
lattice basis if and only if every entry of `W - 1` is even. -/
theorem exists_signFrame_iff (W : Matrix n n ℤ) (hW : W * W = 1) :
    (∃ U s, IsSignFrame W U s) ↔ ∀ i j, Even ((W - 1) i j) := by
  constructor
  · rintro ⟨U, s, h⟩
    exact h.even_sub_one
  intro h
  choose Q hQ using h
  -- write `W = 1 - 2P` with an integer projector `P`
  obtain ⟨P, hWP⟩ : ∃ P : Matrix n n ℤ, W = 1 - (2 : ℤ) • P := by
    refine ⟨Matrix.of fun i j => -Q i j, ?_⟩
    ext i j
    have h1 : W i j - (1 : Matrix n n ℤ) i j = Q i j + Q i j := hQ i j
    change W i j = (1 : Matrix n n ℤ) i j - 2 * (-Q i j)
    linarith
  have hP : P * P = P := (involution_iff_projector P).1 (by rw [← hWP]; exact hW)
  obtain ⟨b, hb⟩ := exists_adapted_basis P hP
  -- each basis vector is reversed or fixed by `W`
  have hs : ∀ j, ∃ t : ℤ, (t = 1 ∨ t = -1) ∧ W *ᵥ b j = t • b j := by
    intro j
    rw [hWP, two_smul, Matrix.sub_mulVec, Matrix.one_mulVec, Matrix.add_mulVec]
    rcases hb j with h | h
    · exact ⟨-1, Or.inr rfl, by rw [h]; module⟩
    · exact ⟨1, Or.inl rfl, by rw [h]; module⟩
  choose s hs1 hs2 using hs
  -- the basis vectors are the columns of `U`
  let U : Matrix n n ℤ := (Pi.basisFun ℤ n).toMatrix b
  have hUb : ∀ i j, U i j = b j i := by
    intro i j
    simp [U, Module.Basis.toMatrix_apply]
  have hu : IsUnit U.det := Matrix.isUnit_det_of_right_inverse
    ((Pi.basisFun ℤ n).toMatrix_mul_toMatrix_flip b)
  have hWU : W * U = U * diagonal s := by
    ext i j
    rw [Matrix.mul_diagonal]
    calc (W * U) i j = (W *ᵥ b j) i := by
          simp only [Matrix.mul_apply, Matrix.mulVec, dotProduct, hUb]
      _ = s j * b j i := by rw [hs2 j]; rfl
      _ = U i j * s j := by rw [hUb, mul_comm]
  refine ⟨U, s, Int.isUnit_iff.1 hu, hs1, ?_⟩
  rw [Matrix.mul_assoc, hWU, ← Matrix.mul_assoc, Matrix.nonsing_inv_mul U hu, Matrix.one_mul]
```

For example,
$$W=\begin{pmatrix}1&2\\0&-1\end{pmatrix},\qquad P=\begin{pmatrix}0&-1\\0&1\end{pmatrix},\qquad U=\begin{pmatrix}1&-1\\0&1\end{pmatrix}.$$
Here $W^2=I$ and $W-I$ is even. The kernel of $P$ is generated by $(1,0)$, which $W$ fixes, and its range by $(-1,1)$, which $W$ reverses. Hence $U^{-1}WU=\mathrm{diag}(1,-1)$.

## Counting reversed axes

The trace is unchanged by conjugation, and $s_i=1-2$ for a reversed axis, $1-0$ otherwise. Therefore
$$\operatorname{tr}W=\sum_i s_i=n-2\,\#\{i:s_i=-1\}.$$
In the example, $0=2-2\cdot1$.

```lean
/-- The trace of `W` is the dimension minus twice the number of reversed axes in a sign frame. -/
theorem IsSignFrame.trace_eq {W U : Matrix n n ℤ} {s : n → ℤ} (h : IsSignFrame W U s) :
    W.trace = Fintype.card n - 2 * ((Finset.univ.filter fun i => s i = -1).card : ℤ) := by
  have hu : IsUnit U.det := Int.isUnit_iff.2 h.unimodular
  have hs : ∀ i, s i = 1 - 2 * (if s i = -1 then 1 else 0) := by
    intro i
    rcases h.signs i with hi | hi <;> rw [hi] <;> norm_num
  have ht : W.trace = ∑ i, s i := by
    rw [h.eq_conj, Matrix.trace_mul_comm, ← Matrix.mul_assoc, Matrix.nonsing_inv_mul U hu,
      Matrix.one_mul, Matrix.trace_diagonal]
  rw [ht, Finset.sum_congr rfl fun i _ => hs i, Finset.sum_sub_distrib, ← Finset.mul_sum,
    Finset.sum_boole]
  simp
```

## A shear that passes the parity test

Evenness alone does not give a frame. The shear below differs from $I$ by a single entry 2, but its square has upper right entry 4, whereas a matrix with a sign frame squares to $I$.

```lean
/-- The shear `[[1, 2], [0, 1]]` differs from the identity by even entries only, yet it has no
sign frame. -/
theorem shear_no_signFrame :
    (∀ i j, Even ((!![1, 2; 0, 1] - 1 : Matrix (Fin 2) (Fin 2) ℤ) i j)) ∧
      ¬ ∃ U s, IsSignFrame (!![1, 2; 0, 1] : Matrix (Fin 2) (Fin 2) ℤ) U s := by
  constructor
  · intro i j
    fin_cases i <;> fin_cases j <;> decide
  · rintro ⟨U, s, h⟩
    have h1 := congrFun (congrFun h.mul_self 0) 1
    simp [Matrix.mul_apply, Fin.sum_univ_two] at h1

end LatticeInvolution
```

In setting up a simulation cell, the criterion tells whether a primitive cell can have every edge vector kept or reversed by one given operation of order two; it does not treat several operations at once.

```lean
#print axioms LatticeInvolution.exists_signFrame_iff
#print axioms LatticeInvolution.IsSignFrame.trace_eq
#print axioms LatticeInvolution.shear_no_signFrame
```

```
'LatticeInvolution.exists_signFrame_iff' depends on axioms: [propext, Classical.choice, Quot.sound]
'LatticeInvolution.IsSignFrame.trace_eq' depends on axioms: [propext, Classical.choice, Quot.sound]
'LatticeInvolution.shear_no_signFrame' depends on axioms: [propext, Classical.choice, Quot.sound]
```
